# Biorthonormal trial spaces with m > 0 Krylov vectors per side preserve the moments through order 2m − 1

Take one column $r$ and one row $l$ with $lr=1$, and reduce a matrix $M$ to the single number $K=lMr$: this number reproduces two moments, $lr=K^0$ and $lMr=K^1$, although each side supplies only one vector. More generally, let two trial spaces with biorthonormal bases contain the first $m>0$ Krylov vectors of each side, $r,Mr,\dots,M^{m-1}r$ on the right and $l,lM,\dots,lM^{m-1}$ on the left. The reduced matrix, taken between the projected sources, then reproduces the first $2m$ moments $lM^kr$.

```lean
import Mathlib

open Matrix

namespace TwoSidedKrylovMoments

variable {R n d a b : Type*} [CommRing R] [Fintype n] [DecidableEq n]
  [Fintype d] [DecidableEq d]

/-- The reduced operator `K = L M P`, built from left trial rows `L` and right trial
columns `P`. -/
def effective (L : Matrix d n R) (M : Matrix n n R) (P : Matrix n d R) : Matrix d d R :=
  L * M * P

/-- The moment `l M^k r` of order `k` between a block of rows `l` and a block of columns `r`;
single vectors are blocks of width one. -/
def moment (l : Matrix b n R) (M : Matrix n n R) (r : Matrix n a R) (k : ℕ) : Matrix b a R :=
  l * M ^ k * r

/-- The columns of `r, M r, ..., M^(p-1) r` lie in the column space of `P`. -/
def RightKrylov (M : Matrix n n R) (P : Matrix n d R) (r : Matrix n a R) (p : ℕ) : Prop :=
  ∀ j < p, ∃ c : Matrix d a R, M ^ j * r = P * c

/-- The rows of `l, l M, ..., l M^(q-1)` lie in the row space of `L`. -/
def LeftKrylov (M : Matrix n n R) (L : Matrix d n R) (l : Matrix b n R) (q : ℕ) : Prop :=
  ∀ j < q, ∃ c : Matrix b d R, l * M ^ j = c * L

variable {M : Matrix n n R} {L : Matrix d n R} {P : Matrix n d R}
  {r : Matrix n a R} {l : Matrix b n R} {p q : ℕ}

omit [DecidableEq n] in
/-- If `L P = 1`, then `P L` leaves every block in the column space of `P` unchanged. -/
theorem project_right (hLP : L * P = 1) {x : Matrix n a R} {c : Matrix d a R}
    (h : x = P * c) : P * (L * x) = x := by
  rw [h, ← Matrix.mul_assoc L, hLP, Matrix.one_mul]

omit [DecidableEq n] in
/-- If `L P = 1`, then `P L`, acting from the right, leaves every block in the row space of `L`
unchanged. -/
theorem project_left (hLP : L * P = 1) {x : Matrix b n R} {c : Matrix b d R}
    (h : x = c * L) : x * P * L = x := by
  rw [h, Matrix.mul_assoc c, hLP, Matrix.mul_one]

/-- If `L P = 1` and the first `p` right Krylov blocks lie in the column space of `P`, then
`L M^j r = K^j L r` for all `j ≤ p`. -/
theorem right_propagation (hLP : L * P = 1) (hr : RightKrylov M P r p) (j : ℕ) (hj : j ≤ p) :
    L * (M ^ j * r) = effective L M P ^ j * (L * r) := by
  induction j with
  | zero => simp
  | succ j ih =>
    obtain ⟨c, hc⟩ := hr j (by omega)
    have ih' := ih (by omega)
    calc L * (M ^ (j + 1) * r) = L * (M * (M ^ j * r)) := by
          rw [pow_succ', Matrix.mul_assoc]
      -- the current Krylov block is still represented exactly
      _ = L * (M * (P * (L * (M ^ j * r)))) := by rw [project_right hLP hc]
      _ = effective L M P * (effective L M P ^ j * (L * r)) := by
          rw [ih']
          simp only [effective, Matrix.mul_assoc]
      _ = effective L M P ^ (j + 1) * (L * r) := by rw [pow_succ', Matrix.mul_assoc]

/-- If `L P = 1` and the first `q` left Krylov blocks lie in the row space of `L`, then
`l M^j P = l P K^j` for all `j ≤ q`. -/
theorem left_propagation (hLP : L * P = 1) (hl : LeftKrylov M L l q) (j : ℕ) (hj : j ≤ q) :
    l * M ^ j * P = l * P * effective L M P ^ j := by
  induction j with
  | zero => simp
  | succ j ih =>
    obtain ⟨c, hc⟩ := hl j (by omega)
    have ih' := ih (by omega)
    calc l * M ^ (j + 1) * P = l * M ^ j * M * P := by
          rw [pow_succ, ← Matrix.mul_assoc]
      _ = l * M ^ j * P * L * M * P := by rw [project_left hLP hc]
      _ = l * P * effective L M P ^ j * effective L M P := by
          rw [ih']
          simp only [effective, Matrix.mul_assoc]
      _ = l * P * effective L M P ^ (j + 1) := by rw [pow_succ, ← Matrix.mul_assoc]

/-- Under `L P = 1` and the two Krylov conditions, the reduced moment of order `i + j` is the
product of `l M^i P` and `L M^j r`, for `i ≤ q` and `j ≤ p`. -/
theorem reduced_moment_split (hLP : L * P = 1) (hr : RightKrylov M P r p)
    (hl : LeftKrylov M L l q) (i j : ℕ) (hi : i ≤ q) (hj : j ≤ p) :
    l * M ^ i * P * (L * (M ^ j * r)) =
      moment (l * P) (effective L M P) (L * r) (i + j) := by
  rw [left_propagation hLP hl i hi, right_propagation hLP hr j hj]
  simp only [moment, pow_add, Matrix.mul_assoc]

/-- If `L P = 1`, `P` holds `p` right Krylov blocks and `L` holds `q` left ones, then the reduced
operator reproduces every moment of order below `p + q`. -/
theorem moment_eq (hLP : L * P = 1) (hr : RightKrylov M P r p) (hl : LeftKrylov M L l q)
    (k : ℕ) (hk : k < p + q) :
    moment l M r k = moment (l * P) (effective L M P) (L * r) k := by
  rcases lt_or_ge k p with h | h
  · -- low orders: all powers of M act on the right block
    obtain ⟨c, hc⟩ := hr k h
    have s := reduced_moment_split hLP hr hl 0 k (Nat.zero_le q) h.le
    rw [zero_add] at s
    rw [← s, Matrix.mul_assoc (l * M ^ 0) P, project_right hLP hc]
    simp [moment, Matrix.mul_assoc]
  · -- high orders: p powers act on the right block, the remaining i < q on the left one
    obtain ⟨i, rfl⟩ := Nat.exists_eq_add_of_le h
    obtain ⟨c, hc⟩ := hl i (by omega)
    have s := reduced_moment_split hLP hr hl i p (by omega) le_rfl
    rw [add_comm p i, ← s, ← Matrix.mul_assoc (l * M ^ i * P) L, project_left hLP hc]
    simp only [moment, pow_add, Matrix.mul_assoc]

/-- If `L P = 1` and both trial spaces hold `m > 0` Krylov blocks, then
`l M^k r = l P K^k L r` for every `k ≤ 2m - 1`. -/
theorem two_sided_moments {m : ℕ} (hm : 0 < m) (hLP : L * P = 1)
    (hr : RightKrylov M P r m) (hl : LeftKrylov M L l m) (k : ℕ) (hk : k ≤ 2 * m - 1) :
    l * M ^ k * r = l * P * (L * M * P) ^ k * (L * r) :=
  moment_eq hLP hr hl k (by omega)

/-- Under `L P = 1` and the two Krylov conditions, the error of the reduced moment of order
`p + q` is `l M^q (1 - P L) M^p r`. -/
theorem first_moment_error (hLP : L * P = 1) (hr : RightKrylov M P r p)
    (hl : LeftKrylov M L l q) :
    moment l M r (p + q) - moment (l * P) (effective L M P) (L * r) (p + q) =
      l * M ^ q * (1 - P * L) * (M ^ p * r) := by
  rw [add_comm p q, ← reduced_moment_split hLP hr hl q p le_rfl le_rfl]
  simp only [moment, pow_add, Matrix.mul_sub, Matrix.sub_mul, Matrix.mul_one,
    Matrix.mul_assoc]

/-- Under `L P = 1` and the two Krylov conditions, `l f(M) r = l P f(K) L r` for every
polynomial `f` of degree below `p + q`. -/
theorem polynomial_response (hLP : L * P = 1) (hr : RightKrylov M P r p)
    (hl : LeftKrylov M L l q) (f : Polynomial R) (hf : f.natDegree < p + q) :
    l * Polynomial.aeval M f * r =
      l * P * Polynomial.aeval (effective L M P) f * (L * r) := by
  rw [Polynomial.aeval_eq_sum_range' hf, Polynomial.aeval_eq_sum_range' hf]
  simp only [Matrix.mul_sum, Matrix.sum_mul, Matrix.mul_smul, Matrix.smul_mul]
  refine Finset.sum_congr rfl fun k hk => ?_
  exact congrArg (fun x => f.coeff k • x) (moment_eq hLP hr hl k (Finset.mem_range.mp hk))

/-- A non-symmetric three-level operator with nearest-neighbour couplings. -/
def chain : Matrix (Fin 3) (Fin 3) ℚ := !![1, 2, 0; 1, 0, 3; 0, 1, 1]

/-- The right trial columns: the first two levels. -/
def cols : Matrix (Fin 3) (Fin 2) ℚ := !![1, 0; 0, 1; 0, 0]

/-- The left trial rows: the first two levels. -/
def rows : Matrix (Fin 2) (Fin 3) ℚ := !![1, 0, 0; 0, 1, 0]

/-- For the three-level chain with both sources on the first level, `rows * cols = 1` and both
Krylov conditions hold with `m = 2`, and the full and reduced moments of order `2m = 4` are 17 and
11. -/
theorem chain_witness :
    rows * cols = 1 ∧ RightKrylov chain cols !![1; 0; 0] 2 ∧
      LeftKrylov chain rows !![1, 0, 0] 2 ∧
      moment !![1, 0, 0] chain !![1; 0; 0] 4 = !![17] ∧
      moment ((!![1, 0, 0] : Matrix (Fin 1) (Fin 3) ℚ) * cols) (effective rows chain cols)
        (rows * (!![1; 0; 0] : Matrix (Fin 3) (Fin 1) ℚ)) 4 = !![11] := by
  have hK : effective rows chain cols = !![1, 2; 1, 0] := by
    ext i j
    fin_cases i <;> fin_cases j <;>
      norm_num [effective, rows, chain, cols, Matrix.mul_apply, Fin.sum_univ_succ]
  refine ⟨?_, ?_, ?_, ?_, ?_⟩
  · ext i j
    fin_cases i <;> fin_cases j <;>
      norm_num [rows, cols, Matrix.mul_apply, Fin.sum_univ_succ]
  · intro j hj
    interval_cases j
    · refine ⟨!![1; 0], ?_⟩
      rw [pow_zero, Matrix.one_mul]
      ext i k
      fin_cases i <;> fin_cases k <;> norm_num [cols, Matrix.mul_apply, Fin.sum_univ_succ]
    · refine ⟨!![1; 1], ?_⟩
      rw [pow_one]
      ext i k
      fin_cases i <;> fin_cases k <;>
        norm_num [chain, cols, Matrix.mul_apply, Fin.sum_univ_succ]
  · intro j hj
    interval_cases j
    · refine ⟨!![1, 0], ?_⟩
      rw [pow_zero, Matrix.mul_one]
      ext i k
      fin_cases i
      fin_cases k <;> norm_num [rows, Matrix.mul_apply, Fin.sum_univ_succ]
    · refine ⟨!![1, 2], ?_⟩
      rw [pow_one]
      ext i k
      fin_cases i
      fin_cases k <;> norm_num [chain, rows, Matrix.mul_apply, Fin.sum_univ_succ]
  · ext i j
    fin_cases i
    fin_cases j
    norm_num [moment, chain, pow_succ, Matrix.mul_apply, Fin.sum_univ_succ]
  · rw [hK]
    ext i j
    fin_cases i
    fin_cases j
    norm_num [moment, rows, cols, pow_succ, Matrix.mul_apply, Fin.sum_univ_succ]

end TwoSidedKrylovMoments
```

```lean
#print axioms TwoSidedKrylovMoments.two_sided_moments
#print axioms TwoSidedKrylovMoments.first_moment_error
#print axioms TwoSidedKrylovMoments.polynomial_response
```

```
'TwoSidedKrylovMoments.two_sided_moments' depends on axioms: [propext, Classical.choice, Quot.sound]
'TwoSidedKrylovMoments.first_moment_error' depends on axioms: [propext, Classical.choice, Quot.sound]
'TwoSidedKrylovMoments.polynomial_response' depends on axioms: [propext, Classical.choice, Quot.sound]
```

## Moments of a non-Hermitian Hamiltonian

In equation-of-motion coupled cluster, the similarity-transformed Hamiltonian $M$ is in general not Hermitian, and spectral intensities can be obtained from its resolvent between separate left and right sources, $l$ and $r$. The moments $lM^kr$ are the coefficients of $\omega^{-k-1}$ in the large-frequency expansion of $l(\omega-M)^{-1}r$. For a finite matrix $M$, the result gives a number of leading coefficients that are guaranteed to survive reduction to a small trial space; more may survive in special cases.

The columns of $P$ span the right trial space and the rows of $L$ the left one. They satisfy $LP=1$, which is biorthonormality, and the reduced matrix is $K=LMP$, called `effective` in Lean. Here $P$ is rectangular; the projector, in general oblique, is $PL$. The letters $l$ and $r$ denote sources, not the left and right eigenvectors of equation-of-motion theory.

## Why the two sides add up

Suppose $M^jr$ lies in the column space of $P$ for $j<p$, and $lM^j$ in the row space of $L$ for $j<q$.

If $x=Pc$, then $PLx=P(LP)c=x$. If $y=cL$, then $yPL=c(LP)L=y$. These are `project_right` and `project_left`.

For $j<p$ the projector can therefore be inserted in front of $M^jr$:

$$LM^{j+1}r=LM\,PL\,M^jr=K\,LM^jr.$$

Starting from $Lr$, induction gives $LM^jr=K^jLr$ for $j\le p$, one power beyond the last vector held. On the left, for $j<q$,

$$lM^{j+1}P=lM^j\,PL\,MP=(lM^jP)K,$$

so $lM^jP=lPK^j$ for $j\le q$. The `calc` blocks in `right_propagation` and `left_propagation` follow these lines.

Multiplying the two results gives `reduced_moment_split`:

$$lM^i\,PL\,M^jr=lP\,K^{i+j}\,Lr,\qquad i\le q,\ j\le p.$$

It remains to remove $PL$ on the left-hand side, and `moment_eq` splits this into two cases:

- If $k<p$, take $i=0$ and $j=k$. Then $PL$ leaves $M^kr$ unchanged.
- If $p\le k<p+q$, write $k=p+i$ with $i<q$ and take $j=p$. Then $PL$ leaves $lM^i$ unchanged.

Hence $lM^kr=lPK^kLr$ for all $k<p+q$. Setting $p=q=m$ gives `two_sided_moments`. Its hypothesis `0 < m` is there because natural-number subtraction makes $2\cdot0-1$ equal to $0$, which would admit $k=0$ with no condition on the sources.

At order $p+q$, the split with $i=q$ and $j=p$ still holds, but neither factor need absorb the projector. Subtraction gives `first_moment_error`:

$$lM^{p+q}r-lPK^{p+q}Lr=lM^q(1-PL)M^pr.$$

Summing the moment identity with the coefficients of a polynomial $f$ of degree below $p+q$ gives $lf(M)r=lPf(K)Lr$, which is `polynomial_response`.

## Three levels reduced to two

The example `chain` has

$$M=\begin{pmatrix}1&2&0\\1&0&3\\0&1&1\end{pmatrix},\qquad K=\begin{pmatrix}1&2\\1&0\end{pmatrix},$$

with both sources on the first level and the first two levels kept. Repeated action on $r$ gives

$$Mr=(1,1,0)^T,\quad M^2r=(3,1,1)^T,\quad M^3r=(5,6,2)^T,$$

and the first entry of $M^4r$ is $5+2\cdot6=17$. The full moments are $1,1,3,5,17$.

In the reduced space the vectors are $(1,0)^T,(1,1)^T,(3,1)^T,(5,3)^T,(11,5)^T$, with moments $1,1,3,5,11$. Agreement ends after order $3=2m-1$. Since $lM^2=(3,2,6)$, the error formula gives $6\cdot1=6=17-11$. `chain_witness` verifies the hypotheses for $m=2$ and the two fourth moments.

## What the Lean statement assumes

The matrices have entries in a commutative ring `R`, and the full and trial spaces have finite index types `n` and `d`. The sources are blocks, and a single vector is a block of width one. No complex conjugation is implied: $l$ is a row in its own right. `RightKrylov` and `LeftKrylov` express membership in the trial spaces through coefficient matrices `c`.

Biorthonormality and the Krylov conditions are assumed; no algorithm that builds $L$ and $P$ is analysed, nor is its rounding error. Identifying $M$ with a coupled-cluster Hamiltonian in a finite excitation basis is a step that the hypotheses leave to the user.
